# On an even ring of at least four orbitals, the nearest-neighbour overlap matrix is positive definite exactly when |s| < 1/2

Take four normalised orbitals on a ring, with real overlap s between neighbours and none across the diagonal. The combinations with coefficients (1, 1, 1, 1)/2 and (1, −1, 1, −1)/2 have squared norms

1 + 2s and 1 − 2s.

At s = 1/2 the second combination has norm zero, so the orbitals are linearly dependent. Beyond that value its squared norm would be negative, and no set of orbitals has such overlaps. At s = −1/2 the first combination fails in the same way. The same bound holds on every even ring with N ≥ 4 sites.

## The bound from site and bond sums

Let x_i be the real coefficient on site i, with indices modulo N, and let S be the overlap matrix. For N ≥ 3 the sites i, i+1 and i−1 are distinct, so

(Sx)_i = x_i + s(x_{i+1} + x_{i−1}).

Write A = ∑ x_i² and B = ∑ x_i x_{i+1}. Shifting the index by one site gives ∑ x_i x_{i−1} = B, and the squared norm is

xᵀSx = A + 2sB.

The same shift gives ∑ x_{i+1}² = A, so for any real c

∑ (x_i + c x_{i+1})² = (1 + c²)A + 2cB.

With c = 1 and c = −1 this yields A + B ≥ 0 and A − B ≥ 0. Now

2(A + 2sB) = (1 + 2s)(A + B) + (1 − 2s)(A − B).

If |s| < 1/2, both prefactors are positive. If x ≠ 0, then A + B and A − B add up to 2A > 0, so at least one of them is positive, and so is the squared norm.

Conversely, x_i = 1 gives A = B = N and squared norm N(1 + 2s). For even N, the choice x_i = (−1)^i changes sign across every bond, including the one that closes the ring, so A = N, B = −N and the squared norm is N(1 − 2s). Positive definiteness requires both to be positive, which is |s| < 1/2.

## The ring and its overlap matrix in Lean

```lean
import Mathlib

open Matrix

namespace RingOverlapBreakdown
```

Sites are elements of `ZMod N`, whose wrap-around arithmetic is the periodic boundary condition. The number `s` is a free real parameter, not an integral computed from orbitals, and all overlaps beyond nearest neighbours are set to zero.

```lean
/-- Overlap matrix of a ring of `N` normalised orbitals: `1` on the diagonal, `s` between
nearest neighbours, and `0` otherwise. -/
def ringOverlap (N : ℕ) (s : ℝ) : Matrix (ZMod N) (ZMod N) ℝ :=
  Matrix.of fun i j => if j = i then 1 else if j = i + 1 ∨ j = i - 1 then s else 0
```

The staggered combination is left unnormalised; `i.val` is the representative of the site between 0 and N − 1.

```lean
/-- The staggered orbital combination, with coefficient `(-1)^i` on site `i`. -/
def staggered (N : ℕ) (i : ZMod N) : ℝ := (-1) ^ i.val
```

The first lemma is the action of S on coefficients. Its hypothesis `3 ≤ N` makes 1 and 2 nonzero in `ZMod N`, which keeps the three sites distinct; the matrix entries are then checked case by case.

```lean
variable {N : ℕ} [NeZero N]

/-- On a ring of at least three sites the overlap matrix couples each coefficient to those of
its two neighbours with strength `s`. -/
theorem ringOverlap_mulVec (hN : 3 ≤ N) (s : ℝ) (x : ZMod N → ℝ) (i : ZMod N) :
    (ringOverlap N s *ᵥ x) i = x i + s * (x (i + 1) + x (i - 1)) := by
  -- the site and its two neighbours are distinct
  have h1 : (1 : ZMod N) ≠ 0 := by
    intro h
    have hd := (CharP.cast_eq_zero_iff (ZMod N) N 1).1 (by exact_mod_cast h)
    have := Nat.le_of_dvd (by norm_num) hd
    omega
  have h2 : (2 : ZMod N) ≠ 0 := by
    intro h
    have hd := (CharP.cast_eq_zero_iff (ZMod N) N 2).1 (by exact_mod_cast h)
    have := Nat.le_of_dvd (by norm_num) hd
    omega
  have e1 : i ≠ i + 1 := fun h => h1 (by linear_combination -h)
  have e2 : i ≠ i - 1 := fun h => h1 (by linear_combination h)
  have e3 : i + 1 ≠ i - 1 := fun h => h2 (by linear_combination h)
  have hentry : ∀ j, ringOverlap N s i j * x j = (if j = i then x j else 0) +
      s * ((if j = i + 1 then x j else 0) + (if j = i - 1 then x j else 0)) := by
    intro j
    by_cases a : j = i
    · rw [a]
      simp only [ringOverlap, Matrix.of_apply, e1, e2, if_true, if_false]
      ring
    by_cases b : j = i + 1
    · rw [b]
      simp only [ringOverlap, Matrix.of_apply, e1.symm, e3, true_or, if_true, if_false]
      ring
    by_cases c : j = i - 1
    · rw [c]
      simp only [ringOverlap, Matrix.of_apply, e2.symm, e3.symm, or_true, if_true, if_false]
      ring
    · simp only [ringOverlap, Matrix.of_apply, a, b, c, or_self, if_false]
      ring
  change ∑ j, ringOverlap N s i j * x j = _
  rw [Finset.sum_congr rfl (fun j _ => hentry j)]
  simp only [Finset.sum_add_distrib, ← Finset.mul_sum, Finset.sum_ite_eq', Finset.mem_univ,
    if_true]
```

## Squared norm and positive definiteness

The index shift is `Equiv.sum_comp` applied to translation by one site. It turns the left-neighbour sum into B.

```lean
/-- On a ring of at least three sites, the squared norm of an orbital combination is the sum of its
squared coefficients plus `2 s` times the sum of the nearest-neighbour products. -/
theorem ringOverlap_form (hN : 3 ≤ N) (s : ℝ) (x : ZMod N → ℝ) :
    x ⬝ᵥ (ringOverlap N s *ᵥ x) = ∑ i, x i ^ 2 + 2 * s * ∑ i, x i * x (i + 1) := by
  -- translate the left-neighbour sum by one site
  have h : ∑ i, x i * x (i - 1) = ∑ i, x i * x (i + 1) :=
    (Equiv.sum_comp (Equiv.addRight (1 : ZMod N)) (fun i => x i * x (i - 1))).symm.trans
      (Finset.sum_congr rfl fun i _ => by simp [mul_comm])
  have h' : x ⬝ᵥ (ringOverlap N s *ᵥ x) =
      ∑ i, (x i ^ 2 + s * (x i * x (i + 1)) + s * (x i * x (i - 1))) :=
    Finset.sum_congr rfl fun i _ => by rw [ringOverlap_mulVec hN]; ring
  rw [h', Finset.sum_add_distrib, Finset.sum_add_distrib, ← Finset.mul_sum, ← Finset.mul_sum, h]
  ring
```

Mathlib's `PosDef` asks for a Hermitian matrix with a positive quadratic form on nonzero vectors. Here the matrix is real, so Hermitian means symmetric, and the condition becomes A + 2sB > 0 for every x ≠ 0.

```lean
/-- On a ring of at least three sites, the overlap matrix is positive definite exactly when the
squared norm, written out in the coefficients, is positive for every nonzero coefficient vector. -/
theorem posDef_iff_form (hN : 3 ≤ N) (s : ℝ) :
    (ringOverlap N s).PosDef ↔
      ∀ x : ZMod N → ℝ, x ≠ 0 → 0 < ∑ i, x i ^ 2 + 2 * s * ∑ i, x i * x (i + 1) := by
  have herm : (ringOverlap N s).IsHermitian := by
    refine Matrix.IsHermitian.ext fun i j => ?_
    have e1 : (i = j) = (j = i) := propext eq_comm
    have e2 : (i = j + 1 ∨ i = j - 1) = (j = i + 1 ∨ j = i - 1) := by
      refine propext ⟨?_, ?_⟩
      · rintro (h | h)
        · right; linear_combination -h
        · left; linear_combination -h
      · rintro (h | h)
        · right; linear_combination -h
        · left; linear_combination -h
    rw [star_trivial]
    simp only [ringOverlap, Matrix.of_apply, e1, e2]
  rw [Matrix.posDef_iff_dotProduct_mulVec]
  constructor
  · rintro ⟨_, h⟩ x hx
    have hp := h (x := x) hx
    rwa [star_trivial, ringOverlap_form hN] at hp
  · intro h
    refine ⟨herm, ?_⟩
    intro x hx
    rw [star_trivial, ringOverlap_form hN]
    exact h x hx
```

## Small overlap suffices on every ring

The identity for bond squares holds for any real `c`.

```lean
/-- Sum over all bonds of the squared combination `x i + c * x (i + 1)`, expressed through the
site sum and the bond sum. -/
theorem sum_bond_sq (c : ℝ) (x : ZMod N → ℝ) :
    ∑ i, (x i + c * x (i + 1)) ^ 2 =
      (1 + c ^ 2) * ∑ i, x i ^ 2 + 2 * c * ∑ i, x i * x (i + 1) := by
  have h : ∑ i, x (i + 1) ^ 2 = ∑ i, x i ^ 2 :=
    Equiv.sum_comp (Equiv.addRight (1 : ZMod N)) (fun i => x i ^ 2)
  have h' : ∑ i, (x i + c * x (i + 1)) ^ 2 =
      ∑ i, (x i ^ 2 + c ^ 2 * x (i + 1) ^ 2 + 2 * c * (x i * x (i + 1))) :=
    Finset.sum_congr rfl fun i _ => by ring
  rw [h', Finset.sum_add_distrib, Finset.sum_add_distrib, ← Finset.mul_sum, ← Finset.mul_sum, h]
  ring
```

The next proof uses it at `c = 1` and `c = -1`, then splits on the sign of B to decide which of A + B and A − B is strictly positive. Evenness plays no part.

```lean
/-- On any ring of at least three sites, even or odd, `|s| < 1/2` makes the overlap matrix
positive definite. -/
theorem posDef_of_abs_lt_half (hN : 3 ≤ N) {s : ℝ} (hs : |s| < 1 / 2) :
    (ringOverlap N s).PosDef := by
  rw [posDef_iff_form hN]
  intro x hx
  obtain ⟨i, hi⟩ := Function.ne_iff.1 hx
  have hi' : x i ≠ 0 := hi
  have hA : 0 < ∑ i, x i ^ 2 :=
    Finset.sum_pos' (fun j _ => sq_nonneg (x j)) ⟨i, Finset.mem_univ i, by positivity⟩
  have hp : 0 ≤ ∑ i, (x i + 1 * x (i + 1)) ^ 2 := Finset.sum_nonneg fun _ _ => sq_nonneg _
  have hm : 0 ≤ ∑ i, (x i + (-1) * x (i + 1)) ^ 2 := Finset.sum_nonneg fun _ _ => sq_nonneg _
  rw [sum_bond_sq] at hp hm
  obtain ⟨hl, hr⟩ := abs_lt.1 hs
  generalize ∑ i, x i ^ 2 = A at *
  generalize ∑ i, x i * x (i + 1) = B at *
  have p1 : 0 < 1 + 2 * s := by linarith
  have p2 : 0 < 1 - 2 * s := by linarith
  -- twice the form is (1 + 2s)(A + B) + (1 - 2s)(A - B)
  rcases le_total 0 B with hB | hB
  · have q1 := mul_pos p1 (show 0 < A + B by linarith)
    have q2 := mul_nonneg p2.le (show 0 ≤ A - B by linarith)
    linarith
  · have q1 := mul_nonneg p1.le (show 0 ≤ A + B by linarith)
    have q2 := mul_pos p2 (show 0 < A - B by linarith)
    linarith
```

## Alternating signs on an even ring

The sign change is immediate except at the closing bond, where reduction modulo N must preserve parity.

```lean
/-- On an even ring the staggered combination changes sign from each site to the next. -/
theorem staggered_succ (hev : Even N) (i : ZMod N) :
    staggered N (i + 1) = -staggered N i := by
  have hN : 1 < N := by
    have := NeZero.ne N
    obtain ⟨k, hk⟩ := hev
    omega
  -- reduction modulo an even N preserves parity
  have key : (-1 : ℝ) ^ (i.val + 1) = (-1) ^ ((i.val + 1) % N) := by
    conv_lhs => rw [← Nat.div_add_mod (i.val + 1) N, pow_add, pow_mul, hev.neg_one_pow,
      one_pow, one_mul]
  unfold staggered
  rw [ZMod.val_add, ZMod.val_one_eq_one_mod, Nat.mod_eq_of_lt hN, ← key, pow_succ]
  ring
```

For even N ≥ 4 it follows that the staggered combination is an eigenvector of S with eigenvalue 1 − 2s.

```lean
/-- On an even ring of at least three sites (hence at least four) the staggered combination is an
eigenvector of the overlap matrix with eigenvalue `1 - 2 s`. -/
theorem ringOverlap_staggered (hN : 3 ≤ N) (hev : Even N) (s : ℝ) :
    ringOverlap N s *ᵥ staggered N = (1 - 2 * s) • staggered N := by
  ext i
  have hpred := staggered_succ hev (i - 1)
  rw [sub_add_cancel] at hpred
  rw [ringOverlap_mulVec hN, staggered_succ hev, Pi.smul_apply, smul_eq_mul]
  linear_combination s * hpred
```

The main theorem tests the quadratic form on the uniform and staggered vectors and divides out the positive factor N. For a model on an even ring of at least four sites, with one orbital per site and only nearest-neighbour overlap, it gives the range of s in which the generalised eigenvalue problem Hv = ESv, with H the Hamiltonian matrix, E the energy and v the vector of orbital coefficients, has a positive definite metric, as Löwdin's symmetric orthogonalisation requires.

```lean
/-- On an even ring of at least four sites the overlap matrix is positive definite exactly when `|s|
< 1/2`. -/
theorem ringOverlap_posDef_iff (hN : 4 ≤ N) (hev : Even N) (s : ℝ) :
    (ringOverlap N s).PosDef ↔ |s| < 1 / 2 := by
  have hN3 : 3 ≤ N := by omega
  refine ⟨fun hpd => ?_, posDef_of_abs_lt_half hN3⟩
  have h := (posDef_iff_form hN3 s).1 hpd
  have hpos : (0 : ℝ) < N := by exact_mod_cast (by omega : 0 < N)
  have hsq : ∀ i : ZMod N, staggered N i * staggered N i = 1 := by
    intro i
    unfold staggered
    rw [← mul_pow]
    norm_num
  -- the uniform combination bounds s from below
  have hc := h (fun _ => 1) (fun h0 => by simpa using congrFun h0 0)
  simp only [one_pow, mul_one, Finset.sum_const, Finset.card_univ, ZMod.card,
    nsmul_eq_mul] at hc
  -- the staggered combination bounds s from above
  have ha := h (staggered N) (fun h0 => by simpa [h0] using hsq 0)
  simp only [sq, staggered_succ hev, mul_neg, hsq, Finset.sum_const, Finset.card_univ,
    ZMod.card, nsmul_eq_mul, mul_one] at ha
  have p1 : 0 < 1 + 2 * s := (mul_pos_iff_of_pos_left hpos).1 (by linarith)
  have p2 : 0 < 1 - 2 * s := (mul_pos_iff_of_pos_left hpos).1 (by linarith)
  exact abs_lt.2 ⟨by linarith, by linarith⟩
```

## Odd rings survive s = 1/2

At s = 1/2 the squared norm is A + B = ½ ∑ (x_i + x_{i+1})². If it vanishes, x_{i+1} = −x_i on every bond. An odd number of steps around the ring then gives x_i = −x_i, so x = 0. In the proof, `hwalk` carries the sign along k steps by induction. The smallest case is the triangle, where the eigenvalues of S at s = 1/2 are 2, 1/2 and 1/2.

```lean
/-- On an odd ring of at least three sites the overlap matrix is still positive definite at
`s = 1/2`. -/
theorem odd_ring_posDef_at_half (hN : 3 ≤ N) (hodd : Odd N) :
    (ringOverlap N (1 / 2)).PosDef := by
  rw [posDef_iff_form hN]
  intro x hx
  by_contra hneg
  have hb := sum_bond_sq 1 x
  have hz : ∑ i, (x i + 1 * x (i + 1)) ^ 2 = 0 :=
    le_antisymm (by linarith [not_lt.1 hneg]) (Finset.sum_nonneg fun _ _ => sq_nonneg _)
  -- a vanishing norm forces a sign change across every bond
  have hstep : ∀ i, x (i + 1) = -x i := by
    intro i
    have h0 := (Finset.sum_eq_zero_iff_of_nonneg (fun i _ => sq_nonneg _)).1 hz i
      (Finset.mem_univ i)
    have h1 := (pow_eq_zero_iff two_ne_zero).1 h0
    linarith
  have hwalk : ∀ (i : ZMod N) (k : ℕ), x (i + k) = (-1) ^ k * x i := by
    intro i k
    induction k with
    | zero => simp
    | succ k ih =>
      rw [Nat.cast_succ, ← add_assoc, hstep, ih, pow_succ]
      ring
  -- one trip around an odd ring reverses the sign
  apply hx
  funext i
  have hr := hwalk i N
  rw [CharP.cast_eq_zero (ZMod N) N, add_zero, hodd.neg_one_pow] at hr
  change x i = 0
  linarith

end RingOverlapBreakdown
```

```lean
#print axioms RingOverlapBreakdown.ringOverlap_staggered
-- 'RingOverlapBreakdown.ringOverlap_staggered' depends on axioms: [propext, Classical.choice, Quot.sound]
#print axioms RingOverlapBreakdown.ringOverlap_posDef_iff
-- 'RingOverlapBreakdown.ringOverlap_posDef_iff' depends on axioms: [propext, Classical.choice, Quot.sound]
#print axioms RingOverlapBreakdown.odd_ring_posDef_at_half
-- 'RingOverlapBreakdown.odd_ring_posDef_at_half' depends on axioms: [propext, Classical.choice, Quot.sound]
```
